# Local linear convergence of the good Broyden method at a root with Lipschitz, invertible derivative

Take a self-consistency condition with one unknown, $x=g(x)$ with $g(x)=-x^2$. Its residual $F(x)=x-g(x)=x+x^2$ vanishes at $p=0$, where the slope is $F'(0)=1$. Start at $x_0=0.05$ with the slope estimate $B_0=1$.

- The step is $s=-F(x_0)/B_0=-0.0525$, so $x_1=-0.0025$.
- The residual changes by $y=F(x_1)-F(x_0)=-0.05499375$, so the new estimate is $B_1=y/s=1.0475$.
- The next iterate is $x_2=x_1-F(x_1)/B_1\approx-0.000119$.

The estimate of the slope at the root was exact and became worse, by $0.0475$. This loss is less than $L|x_0-p|=0.1$, where $L=2$ is the Lipschitz constant of $F'$. The errors shrink quickly, so all later losses together stay small. The same balance gives convergence with many unknowns.

In electronic structure, $x$ can be a density in a finite discretisation and $F$ the difference between input and output density; the result then concerns undamped Broyden steps with the full update history. It requires an invertible Jacobian at the solution, a starting density close enough to the solution and a starting matrix close enough to that Jacobian.

## The update and the iteration

Let $E$ be a real inner product space and $B$ a bounded linear map that approximates the Jacobian itself, not its inverse. After a step $s\neq0$ with residual change $y$, the good Broyden update is
$$B_+=B+\frac{(y-Bs)\,\langle s,\cdot\rangle}{\|s\|^2}.$$
For $s=0$ the update is skipped.

```lean
import Mathlib

open Filter Topology Metric
open scoped NNReal

namespace BroydenLocalConvergence

noncomputable section

variable {E : Type*} [NormedAddCommGroup E] [InnerProductSpace ℝ E]

open Classical in
/-- The good Broyden update of the Jacobian approximation `B` for a step `s` and a change `y`
of the residual: `B + (y - B s) sᵀ / ‖s‖²` if `s ≠ 0`, and `B` itself if `s = 0`. -/
def goodUpdate (B : E →L[ℝ] E) (s y : E) : E →L[ℝ] E :=
  if s = 0 then B else B + (‖s‖ ^ 2)⁻¹ • (innerSL ℝ s).smulRight (y - B s)
```

The full step solves $Bs=-F(x)$, so $s=-B^{-1}F(x)$. `Ring.inverse` is the true inverse when $B$ is invertible and zero otherwise, so invertibility has to be proved along the way.

```lean
/-- The full quasi-Newton step `s = -B⁻¹ F(x)`, for invertible `B`. -/
def quasiStep (F : E → E) (x : E) (B : E →L[ℝ] E) : E := -(Ring.inverse B (F x))
```

One cycle sends $(x,B)$ to $(x+s,B_+)$, with $y=F(x+s)-F(x)$.

```lean
/-- One cycle of Broyden's method: take the full step, then update the Jacobian approximation with
the observed change of the residual. It has this meaning for invertible `B`. -/
def broydenStep (F : E → E) (z : E × (E →L[ℝ] E)) : E × (E →L[ℝ] E) :=
  (z.1 + quasiStep F z.1 z.2,
    goodUpdate z.2 (quasiStep F z.1 z.2) (F (z.1 + quasiStep F z.1 z.2) - F z.1))
```

Repeating the cycle gives $(x_k,B_k)$. In Lean these are the components `.1` and `.2` of `broyden F x₀ B₀ k`.

```lean
/-- The sequence of pairs `(x_k, B_k)` that Broyden's method generates from `(x₀, B₀)`,
meaningful as long as the `B_k` are invertible. -/
def broyden (F : E → E) (x₀ : E) (B₀ : E →L[ℝ] E) : ℕ → E × (E →L[ℝ] E)
  | 0 => (x₀, B₀)
  | k + 1 => broydenStep F (broyden F x₀ B₀ k)
```

## What an update keeps and what it changes

Applied to a vector $v$, the formula reads
$$B_+v=Bv+t\,(y-Bs),\qquad t=\frac{\langle s,v\rangle}{\|s\|^2}.$$
Directions orthogonal to $s$ are left alone.

```lean
/-- For a nonzero step, the updated matrix acts on `v` as `B` does, plus a correction
proportional to the component of `v` along the step. -/
theorem goodUpdate_apply (B : E →L[ℝ] E) {s : E} (hs : s ≠ 0) (y v : E) :
    goodUpdate B s y v = B v + (inner ℝ s v / ‖s‖ ^ 2) • (y - B s) := by
  rw [goodUpdate, if_neg hs]
  change B v + (‖s‖ ^ 2)⁻¹ • (inner ℝ s v • (y - B s)) = _
  rw [smul_smul, div_eq_inv_mul]
```

For $v=s$ we have $t=1$, hence $B_+s=Bs+y-Bs=y$, the secant equation.

```lean
/-- Secant equation: for a nonzero step `s`, the updated matrix maps `s` to the observed
change `y` of the residual. -/
theorem secant_equation (B : E →L[ℝ] E) {s : E} (hs : s ≠ 0) (y : E) :
    goodUpdate B s y s = y := by
  have h : ‖s‖ ^ 2 ≠ 0 := pow_ne_zero 2 (norm_ne_zero_iff.2 hs)
  rw [goodUpdate_apply B hs, real_inner_self_eq_norm_sq, div_self h, one_smul]
  abel
```

Now compare with a fixed map $A$ that predicts the change up to $\|y-As\|\le C\|s\|$, $C\ge0$. Writing $v=(v-ts)+ts$,
$$(B_+-A)v=(B-A)v+t(y-Bs)=(B-A)(v-ts)+t(y-As).$$
The two parts of $v$ are orthogonal, so $\|v-ts\|^2+\|ts\|^2=\|v\|^2$ and neither is longer than $v$. Therefore
$$\|(B_+-A)v\|\le\|B-A\|\,\|v\|+C\|ts\|\le(\|B-A\|+C)\|v\|.$$
In the proof, `hpy` is Pythagoras and `hsplit` the decomposition; `opNorm_le_bound` turns the estimate for every $v$ into one for the operator norm. A zero step changes nothing.

```lean
/-- Bounded deterioration: if `A` reproduces the residual change `y` up to `C ‖s‖` with `C ≥ 0`,
one update increases the distance of `B` from `A` by at most `C`. -/
theorem bounded_deterioration (A B : E →L[ℝ] E) {s y : E} {C : ℝ} (hC : 0 ≤ C)
    (h : ‖y - A s‖ ≤ C * ‖s‖) : ‖goodUpdate B s y - A‖ ≤ ‖B - A‖ + C := by
  by_cases hs : s = 0
  · rw [goodUpdate, if_pos hs]
    linarith
  refine ContinuousLinearMap.opNorm_le_bound _ (by positivity) fun v => ?_
  obtain ⟨t, ht⟩ : ∃ t : ℝ, t = inner ℝ s v / ‖s‖ ^ 2 := ⟨_, rfl⟩
  have hn : ‖s‖ ^ 2 ≠ 0 := pow_ne_zero 2 (norm_ne_zero_iff.2 hs)
  have hvs : inner ℝ v s = t * ‖s‖ ^ 2 := by
    rw [real_inner_comm, ht, div_mul_cancel₀ _ hn]
  -- Pythagoras for the parts of `v` across and along the step
  have hpy : ‖v - t • s‖ ^ 2 + ‖t • s‖ ^ 2 = ‖v‖ ^ 2 := by
    rw [norm_sub_sq_real, inner_smul_right, hvs, norm_smul, Real.norm_eq_abs, mul_pow, sq_abs]
    ring
  have h1 : ‖v - t • s‖ ≤ ‖v‖ := by
    by_contra hc
    nlinarith [norm_nonneg v, sq_nonneg ‖t • s‖, not_le.1 hc]
  have h2 : ‖t • s‖ ≤ ‖v‖ := by
    by_contra hc
    nlinarith [norm_nonneg v, sq_nonneg ‖v - t • s‖, not_le.1 hc]
  have hsplit : (goodUpdate B s y - A) v = (B - A) (v - t • s) + t • (y - A s) := by
    rw [sub_apply, goodUpdate_apply B hs, ← ht,
      sub_apply, map_sub, map_sub, map_smul, map_smul]
    module
  have h3 : ‖(B - A) (v - t • s)‖ ≤ ‖B - A‖ * ‖v‖ :=
    ((B - A).le_opNorm _).trans (mul_le_mul_of_nonneg_left h1 (norm_nonneg _))
  have h4 : ‖t • (y - A s)‖ ≤ C * ‖v‖ := by
    have h5 := mul_le_mul_of_nonneg_left h (norm_nonneg t)
    have h6 := mul_le_mul_of_nonneg_left h2 hC
    rw [norm_smul] at h6 ⊢
    linarith
  rw [hsplit]
  linarith [norm_add_le ((B - A) (v - t • s)) (t • (y - A s))]
```

## Errors of the linear model and of the step

Suppose $\|F'(x)-F'(p)\|\le L\|x-p\|$ on the ball of radius $r$ about $p$. The function $G(z)=F(z)-F'(p)z$ has derivative $F'(z)-F'(p)$, of norm at most $L\rho$ on the closed ball of radius $\rho<r$. That ball is convex, so the mean value inequality gives
$$\|F(y)-F(x)-F'(p)(y-x)\|\le L\rho\|y-x\|$$
for $x,y$ in it. Here $y$ is a second point, not a residual change.

```lean
/-- If, on the open ball of radius `r` about `p`, `F` has a derivative that deviates from its value
at `p` by at most `L` times the distance to `p`, then within distance `ρ < r` of `p` differences of
`F` are given by `F' p` up to `L ρ ‖y - x‖`. -/
theorem linearization_error {F : E → E} {F' : E → E →L[ℝ] E} {p : E} {r : ℝ} {L : ℝ≥0}
    (hF : ∀ x ∈ ball p r, HasFDerivAt F (F' x) x)
    (hL : ∀ x ∈ ball p r, ‖F' x - F' p‖ ≤ L * ‖x - p‖)
    {ρ : ℝ} (hρ : ρ < r) {x y : E} (hx : ‖x - p‖ ≤ ρ) (hy : ‖y - p‖ ≤ ρ) :
    ‖F y - F x - F' p (y - x)‖ ≤ L * ρ * ‖y - x‖ := by
  have hsub : closedBall p ρ ⊆ ball p r := closedBall_subset_ball hρ
  refine Convex.norm_image_sub_le_of_norm_hasFDerivWithin_le'
    (fun z hz => (hF z (hsub hz)).hasFDerivWithinAt) (fun z hz => ?_)
    (convex_closedBall p ρ) (mem_closedBall_iff_norm.2 hx) (mem_closedBall_iff_norm.2 hy)
  exact (hL z (hsub hz)).trans
    (mul_le_mul_of_nonneg_left (mem_closedBall_iff_norm.1 hz) L.2)
```

For invertible $B$, the error after a full step is
$$x+s-p=B^{-1}\big[B(x-p)-F(x)\big]=B^{-1}\big[(B-A)(x-p)-(F(x)-A(x-p))\big].$$
If $\|F(x)-A(x-p)\|\le C\|x-p\|$, taking norms gives
$$\|x+s-p\|\le\|B^{-1}\|(\|B-A\|+C)\|x-p\|.$$
The equality is `he` in the proof.

```lean
/-- Error of one quasi-Newton step with invertible `B`: if `F(x)` equals `A (x - p)` up to
`C ‖x - p‖`, the error is multiplied by at most `‖B⁻¹‖ (‖B - A‖ + C)`. -/
theorem quasiStep_error {F : E → E} {A B : E →L[ℝ] E} {x p : E} {C : ℝ} (hB : IsUnit B)
    (h : ‖F x - A (x - p)‖ ≤ C * ‖x - p‖) :
    ‖x + quasiStep F x B - p‖ ≤ ‖Ring.inverse B‖ * ((‖B - A‖ + C) * ‖x - p‖) := by
  have hi : Ring.inverse B (B (x - p)) = x - p :=
    DFunLike.congr_fun (Ring.inverse_mul_cancel B hB) (x - p)
  have h2 : (B - A) (x - p) - (F x - A (x - p)) = B (x - p) - F x := by
    rw [sub_apply]
    abel
  have he : x + quasiStep F x B - p
      = Ring.inverse B ((B - A) (x - p) - (F x - A (x - p))) := by
    rw [h2, map_sub (Ring.inverse B), hi, quasiStep]
    abel
  rw [he]
  refine (ContinuousLinearMap.le_opNorm _ _).trans
    (mul_le_mul_of_nonneg_left ?_ (norm_nonneg _))
  linarith [norm_sub_le ((B - A) (x - p)) (F x - A (x - p)), (B - A).le_opNorm (x - p)]
```

The factor $\|B^{-1}\|$ needs a common bound. Write $B=A\,(1+A^{-1}(B-A))$. If $\|B-A\|<\eta$ and $\|A^{-1}\|\eta<1$, the Neumann series gives an inverse with $\|B^{-1}\|\le\|A^{-1}\|/(1-\|A^{-1}\|\eta)$. The Lean proof obtains $\eta$ and a bound $K$ from two Mathlib facts: the invertible elements form an open set, and inversion is continuous there. Both use completeness of $E$, which holds in finite dimension.

```lean
/-- On a complete space, all operators close enough to an invertible one are invertible, with a
common bound on their inverses. -/
theorem exists_inverse_bound [CompleteSpace E] {A : E →L[ℝ] E} (hA : IsUnit A) :
    ∃ η > 0, ∃ K > 0, ∀ B : E →L[ℝ] E, ‖B - A‖ < η → IsUnit B ∧ ‖Ring.inverse B‖ ≤ K := by
  obtain ⟨u, rfl⟩ := hA
  have h1 : ∀ᶠ B in 𝓝 (u : E →L[ℝ] E), IsUnit B := Units.nhds u
  have h2 : ∀ᶠ B in 𝓝 (u : E →L[ℝ] E),
      ‖Ring.inverse B‖ < ‖Ring.inverse (u : E →L[ℝ] E)‖ + 1 :=
    (NormedRing.inverse_continuousAt u).norm.tendsto.eventually_lt_const (lt_add_one _)
  obtain ⟨η, hη, h⟩ := Metric.eventually_nhds_iff.1 (h1.and h2)
  refine ⟨η, hη, ‖Ring.inverse (u : E →L[ℝ] E)‖ + 1, by positivity, fun B hB => ?_⟩
  have hb := h (y := B) (by rwa [dist_eq_norm])
  exact ⟨hb.1, hb.2.le⟩
```

## A budget that never grows

Let $A=F'(p)$, $e=\|x-p\|$ and $b=\|B-A\|$. Given $0<q<1$, set $c=L/(1-q)$ and choose $D>0$ with $D\le\eta$ and $DK\le q$. Suppose $e<r$ and $b+ce<D$.

1. Since $b<\eta$, $B$ is invertible and $\|B^{-1}\|\le K$.
2. The linear model between $p$ and $x$ has $C=Le$. As $L\le c$, the new error satisfies $e_+\le K(b+Le)e\le KDe\le qe$.
3. The new point is also within $e$ of $p$, so the secant error again has $C=Le$, and $b_+\le b+Le$.
4. Since $L=c(1-q)$, we get $b_++ce_+\le b+Le+cqe=b+ce<D$.

The conditions thus pass to the next cycle. They hold at the start if $\|x_0-p\|$ and $\|B_0-A\|$ are below $\delta=\min(r,D/(1+c))$. In the code, `key` is the single cycle and `hinvar` the induction.

The theorem says: for every $q$ in $(0,1)$ there is a $\delta>0$ such that all starts this close have every $B_k$ invertible and $\|x_{k+1}-p\|\le q\|x_k-p\|$. `HasFDerivAt` says that `F' x` is the derivative of $F$ at $x$, and `IsUnit (F' p)` that the Jacobian at the root has a bounded inverse, so that to first order no displacement leaves the residual unchanged. The constant $L$ limits how fast the response of the residual varies around the solution. A Lipschitz derivative near $p$ suffices, since only comparisons with $F'(p)$ enter.

```lean
/-- Local linear convergence of Broyden's method on a complete space, at a root `p` with invertible
derivative. Near `p`, `F` has a derivative `F' x` that deviates from `F' p` by at most `L ‖x - p‖`.
For every `q` in `(0,1)`, all starts close enough to `(p, F' p)` give invertible `B_k` and errors
that are multiplied by at most `q` in each step. -/
theorem broyden_linear_convergence [CompleteSpace E] {F : E → E} {F' : E → E →L[ℝ] E} {p : E}
    {r : ℝ} {L : ℝ≥0} (hr : 0 < r) (hF : ∀ x ∈ ball p r, HasFDerivAt F (F' x) x)
    (hL : ∀ x ∈ ball p r, ‖F' x - F' p‖ ≤ L * ‖x - p‖) (hp : F p = 0) (hA : IsUnit (F' p))
    {q : ℝ} (hq0 : 0 < q) (hq1 : q < 1) :
    ∃ δ > 0, ∀ (x₀ : E) (B₀ : E →L[ℝ] E), ‖x₀ - p‖ < δ → ‖B₀ - F' p‖ < δ →
      ∀ k, IsUnit (broyden F x₀ B₀ k).2 ∧
        ‖(broyden F x₀ B₀ (k + 1)).1 - p‖ ≤ q * ‖(broyden F x₀ B₀ k).1 - p‖ := by
  obtain ⟨η, hη, K, hK, hinv⟩ := exists_inverse_bound hA
  have hq : 0 < 1 - q := by linarith
  obtain ⟨c, hc0, hc⟩ : ∃ c : ℝ, 0 ≤ c ∧ c * (1 - q) = L :=
    ⟨L / (1 - q), div_nonneg L.2 hq.le, div_mul_cancel₀ _ hq.ne'⟩
  have hLc : (L : ℝ) ≤ c := by nlinarith [mul_nonneg hc0 hq0.le]
  obtain ⟨D, hD0, hDη, hDq⟩ : ∃ D : ℝ, 0 < D ∧ D ≤ η ∧ D * K ≤ q := by
    refine ⟨min η (q / K), lt_min hη (div_pos hq0 hK), min_le_left _ _, ?_⟩
    exact (le_div_iff₀ hK).1 (min_le_right _ _)
  -- one cycle contracts the error and keeps `‖B - F' p‖ + c ‖x - p‖` below `D`
  have key : ∀ z : E × (E →L[ℝ] E), ‖z.1 - p‖ < r → ‖z.2 - F' p‖ + c * ‖z.1 - p‖ < D →
      IsUnit z.2 ∧ ‖(broydenStep F z).1 - p‖ ≤ q * ‖z.1 - p‖ ∧
        ‖(broydenStep F z).2 - F' p‖ + c * ‖(broydenStep F z).1 - p‖ < D := by
    rintro ⟨x, B⟩ hx hD
    dsimp only at hx hD
    have he := norm_nonneg (x - p)
    have hce := mul_nonneg hc0 he
    have hLe := mul_le_mul_of_nonneg_right hLc he
    obtain ⟨hU, hKb⟩ := hinv B (by linarith)
    have hlin := linearization_error hF hL hx (x := p) (y := x) (by simp) le_rfl
    rw [hp, sub_zero] at hlin
    have hcon : ‖x + quasiStep F x B - p‖ ≤ q * ‖x - p‖ :=
      calc ‖x + quasiStep F x B - p‖
          ≤ ‖Ring.inverse B‖ * ((‖B - F' p‖ + L * ‖x - p‖) * ‖x - p‖) :=
            quasiStep_error hU hlin
        _ ≤ K * (D * ‖x - p‖) :=
            mul_le_mul hKb (mul_le_mul_of_nonneg_right (by linarith) he)
              (by positivity) hK.le
        _ = D * K * ‖x - p‖ := by ring
        _ ≤ q * ‖x - p‖ := mul_le_mul_of_nonneg_right hDq he
    have hsec := linearization_error hF hL hx (x := x) (y := x + quasiStep F x B) le_rfl
      (hcon.trans (mul_le_of_le_one_left he hq1.le))
    rw [add_sub_cancel_left] at hsec
    have hdet := bounded_deterioration (F' p) B (mul_nonneg L.2 he) hsec
    refine ⟨hU, hcon, ?_⟩
    change ‖goodUpdate B (quasiStep F x B) (F (x + quasiStep F x B) - F x) - F' p‖
      + c * ‖x + quasiStep F x B - p‖ < D
    have h1 := mul_le_mul_of_nonneg_left hcon hc0
    have h2 : (L : ℝ) * ‖x - p‖ = c * ‖x - p‖ - c * (q * ‖x - p‖) := by
      rw [← hc]
      ring
    have h3 : ‖goodUpdate B (quasiStep F x B) (F (x + quasiStep F x B) - F x) - F' p‖
      ≤ ‖B - F' p‖ + L * ‖x - p‖ := hdet
    linarith
  have hc1 : 0 < 1 + c := by linarith
  refine ⟨min r (D / (1 + c)), lt_min hr (div_pos hD0 hc1), fun x₀ B₀ hx hB => ?_⟩
  have hinvar : ∀ k, ‖(broyden F x₀ B₀ k).1 - p‖ < r ∧
      ‖(broyden F x₀ B₀ k).2 - F' p‖ + c * ‖(broyden F x₀ B₀ k).1 - p‖ < D := by
    intro k
    induction k with
    | zero =>
      refine ⟨hx.trans_le (min_le_left _ _), ?_⟩
      change ‖B₀ - F' p‖ + c * ‖x₀ - p‖ < D
      have h1 := (le_div_iff₀ hc1).1 (min_le_right r (D / (1 + c)))
      have h2 := mul_le_mul_of_nonneg_left hx.le hc0
      linarith
    | succ k ih =>
      have h := key _ ih.1 ih.2
      exact ⟨(h.2.1.trans (mul_le_of_le_one_left (norm_nonneg _) hq1.le)).trans_lt ih.1, h.2.2⟩
  intro k
  have h := key _ (hinvar k).1 (hinvar k).2
  exact ⟨h.1, h.2.1⟩
```

For the opening example take $q=\tfrac12$, so $c=4$. If $|B-1|<\eta=\tfrac13$, then $|B^{-1}|\le K=\tfrac32$, and $D=\tfrac13$ is allowed. With $r=1$ this gives $\delta=\tfrac1{15}$, and $x_0=0.05$ qualifies. The budget $b+ce$ starts at $0.2$ and drops to $0.0475+4\cdot0.0025=0.0575$ after one cycle.

To apply the theorem to a real calculation, one would have to establish the hypotheses on $F$ and show that the starting density and Jacobian lie within $\delta$ of $p$ and $F'(p)$. A first step by simple mixing with parameter $\alpha$ corresponds to $B_0=\alpha^{-1}I$, which may be far from $F'(p)$.

## Convergence without learning the Jacobian

The bound is linear, with a ratio fixed in advance; it is weaker than superlinear convergence. Nor does convergence force $B_k\to F'(p)$. Let $F(x)=Ax$ be linear, with $B_0$ invertible and $B_0x_0=Ax_0$. Then $s=-B_0^{-1}Ax_0=-x_0$, so $x_1=0$, and
$$y=A0-Ax_0=-B_0x_0=B_0s.$$
The correction $y-B_0s$ vanishes and $B_1=B_0$. All later steps are zero and their updates are skipped.

With two unknowns, take $A=\mathrm{diag}(1,2)$, $B_0=I$ and $x_0=(1,0)$. The root is reached in one step, while the second diagonal entry of $B_k$ stays at $1$ instead of $2$.

In the proof, `hfix` is the vanishing correction and `hstep` the whole cycle; induction repeats it from the root.

```lean
/-- For a linear residual `A x` and an invertible `B₀` that agrees with `A` on the starting
vector `x₀`, Broyden's method is at the root `0` after one step and never changes `B₀`. -/
theorem jacobian_not_learned (A : E →L[ℝ] E) {B₀ : E →L[ℝ] E} (hB : IsUnit B₀) {x₀ : E}
    (h₀ : B₀ x₀ = A x₀) (k : ℕ) : broyden A x₀ B₀ (k + 1) = (0, B₀) := by
  -- an update with a residual change that `B₀` already predicts does nothing
  have hfix : ∀ s, goodUpdate B₀ s (B₀ s) = B₀ := by
    intro s
    by_cases hs : s = 0
    · rw [goodUpdate, if_pos hs]
    · ext v
      rw [goodUpdate_apply B₀ hs, sub_self, smul_zero, add_zero]
  have hstep : ∀ x, B₀ x = A x → broydenStep A (x, B₀) = (0, B₀) := by
    intro x hx
    have hi : Ring.inverse B₀ (B₀ x) = x :=
      DFunLike.congr_fun (Ring.inverse_mul_cancel B₀ hB) x
    have hs : quasiStep A x B₀ = -x := by rw [quasiStep, ← hx, hi]
    simp only [broydenStep, hs, add_neg_cancel, map_zero, zero_sub]
    rw [← hx, ← map_neg B₀ x, hfix]
  induction k with
  | zero => exact hstep x₀ h₀
  | succ k ih =>
    change broydenStep A (broyden A x₀ B₀ (k + 1)) = _
    rw [ih]
    exact hstep 0 (by rw [map_zero, map_zero])

end

end BroydenLocalConvergence
```

```lean
#print axioms BroydenLocalConvergence.secant_equation
-- 'BroydenLocalConvergence.secant_equation' depends on axioms: [propext, Classical.choice, Quot.sound]
#print axioms BroydenLocalConvergence.broyden_linear_convergence
-- 'BroydenLocalConvergence.broyden_linear_convergence' depends on axioms: [propext, Classical.choice, Quot.sound]
#print axioms BroydenLocalConvergence.jacobian_not_learned
-- 'BroydenLocalConvergence.jacobian_not_learned' depends on axioms: [propext, Classical.choice, Quot.sound]
```
